# Contracting Clifford generators around up to four slashed vectors in integer dimension d

An electron emits a virtual photon and later reabsorbs it. In Feynman gauge the photon propagator is proportional to the metric, so the two vertices contribute γ^μ and γ_μ, summed over μ. Between them stand the numerators of the electron propagators and any further vertices. How does the sum simplify when a product of slashed vectors stands in between?

## Generators, slashed vectors and the sandwich sum

The generators γ^μ live in any complex algebra `A` with identity 1; a scalar in an equation between elements of `A` means that multiple of 1.

In Lean 4 with Mathlib:

```lean
import Mathlib

open Matrix

namespace CliffordContraction

noncomputable section

variable {ι A : Type*} [Ring A] [Algebra ℂ A]
```

The metric is diagonal with entries η_μ, each +1 or −1. `IsClifford η γ` assumes this together with

γ^μ γ^ν + γ^ν γ^μ = 2η_μ if μ = ν, and 0 otherwise.

For a Lorentzian signature, this is the algebraic condition that makes the square of the Dirac operator a wave operator. No particular matrices are chosen.

```lean
/-- The generators `γ μ` obey the Clifford relations for a diagonal metric `η`
with entries `+1` or `-1`. -/
structure IsClifford [DecidableEq ι] (η : ι → ℂ) (γ : ι → A) : Prop where
  sign : ∀ μ, η μ = 1 ∨ η μ = -1
  anticomm : ∀ μ ν, γ μ * γ ν + γ ν * γ μ = if μ = ν then (2 * η μ) • (1 : A) else 0
```

A vector a has complex components a^μ, which commute with the generators; operator-valued components are not covered. Its slashed form, `slash η γ a`, is

a̸ = Σ_μ η_μ a^μ γ^μ.

```lean
variable [Fintype ι]

/-- The slashed vector: the components `a μ`, lowered with the metric, summed against
the generators. -/
def slash (η : ι → ℂ) (γ : ι → A) (a : ι → ℂ) : A := ∑ μ, (η μ * a μ) • γ μ
```

The metric product `dot η a b` involves no complex conjugation:

a·b = Σ_μ η_μ a^μ b^μ.

```lean
/-- The metric product `a · b` of two vectors. -/
def dot (η a b : ι → ℂ) : ℂ := ∑ μ, η μ * a μ * b μ
```

Lowering the second index gives γ_μ = η_μ γ^μ, so the sum in question, `contract η γ X`, is

C(X) = Σ_μ γ^μ X γ_μ = Σ_μ η_μ γ^μ X γ^μ.

The dimension d is the number of index values, `Fintype.card ι`, and hence a natural number.

```lean
/-- The contraction of `X` between a generator and the same generator with lowered index,
summed over the index. -/
def contract (η : ι → ℂ) (γ : ι → A) (X : A) : A := ∑ μ, η μ • (γ μ * X * γ μ)
```

## (a) The square of a metric entry

Show that

η_μ η_μ = 1.

**Solution.** Both 1·1 and (−1)·(−1) equal 1. The proof splits into the same two cases.

```lean
variable [DecidableEq ι] {η : ι → ℂ} {γ : ι → A}

omit [Fintype ι] in
/-- Each metric entry squares to one. -/
theorem metric_sq (h : IsClifford η γ) (μ : ι) : η μ * η μ = 1 := by
  rcases h.sign μ with e | e <;> rw [e] <;> norm_num
```

## (b) A slashed vector and a generator

Show that

a̸ γ^μ + γ^μ a̸ = 2a^μ.

**Solution.** Expand a̸ and use the Clifford relation. Only ν = μ survives:

Σ_ν η_ν a^ν (γ^ν γ^μ + γ^μ γ^ν) = η_μ a^μ · 2η_μ = 2a^μ.

The last step is part (a), which enters the proof through `linear_combination`.

```lean
/-- The anticommutator of a slashed vector with a generator is twice the corresponding
component of the vector. -/
theorem slash_generator (h : IsClifford η γ) (a : ι → ℂ) (μ : ι) :
    slash η γ a * γ μ + γ μ * slash η γ a = (2 * a μ) • (1 : A) := by
  have hη := metric_sq h μ
  calc slash η γ a * γ μ + γ μ * slash η γ a
      = ∑ ν, (η ν * a ν) • (γ ν * γ μ + γ μ * γ ν) := by
        simp only [slash, Finset.sum_mul, Finset.mul_sum, smul_mul_assoc, mul_smul_comm,
          smul_add, Finset.sum_add_distrib]
    _ = ∑ ν, if ν = μ then (2 * a μ) • (1 : A) else 0 := by
        -- only the term with equal indices survives
        refine Finset.sum_congr rfl fun ν _ => ?_
        rw [h.anticomm]
        by_cases e : ν = μ
        · rw [if_pos e, if_pos e, e, smul_smul]
          congr 1
          linear_combination (2 * a μ) * hη
        · rw [if_neg e, if_neg e, smul_zero]
    _ = (2 * a μ) • (1 : A) := by simp
```

## (c) Two slashed vectors

Show that

a̸ b̸ + b̸ a̸ = 2 a·b.

**Solution.** Expand b̸ and apply (b) to each term:

Σ_ν η_ν b^ν (a̸ γ^ν + γ^ν a̸) = Σ_ν 2η_ν a^ν b^ν = 2 a·b.

The `calc` block has these two steps.

```lean
/-- The anticommutator of two slashed vectors is twice their metric product. -/
theorem slash_anticomm (h : IsClifford η γ) (a b : ι → ℂ) :
    slash η γ a * slash η γ b + slash η γ b * slash η γ a = (2 * dot η a b) • (1 : A) := by
  calc slash η γ a * slash η γ b + slash η γ b * slash η γ a
      = ∑ ν, (η ν * b ν) • (slash η γ a * γ ν + γ ν * slash η γ a) := by
        rw [show slash η γ b = ∑ ν, (η ν * b ν) • γ ν from rfl]
        simp only [Finset.sum_mul, Finset.mul_sum, smul_mul_assoc, mul_smul_comm,
          smul_add, Finset.sum_add_distrib]
    _ = (2 * dot η a b) • (1 : A) := by
        simp only [slash_generator h, smul_smul, ← Finset.sum_smul]
        congr 1
        rw [dot, Finset.mul_sum]
        exact Finset.sum_congr rfl fun ν _ => by ring
```

## (d) Taking the last vector out

For any element X of the algebra, show that

C(X a̸) = 2 a̸ X − C(X) a̸.

**Solution.** By (b), a̸ γ^μ = 2a^μ − γ^μ a̸. Therefore

η_μ γ^μ X a̸ γ^μ = 2η_μ a^μ γ^μ X − η_μ γ^μ X γ^μ a̸.

Summing over μ turns the first term into 2 a̸ X and the second into −C(X) a̸. In the proof, `key` is the equation for a single μ, and the closing rewrites carry out the sum.

```lean
/-- Recursion for contractions: a slashed vector at the right end of any product `X a`
can be taken out of the contraction. -/
theorem contract_mul_slash (h : IsClifford η γ) (X : A) (a : ι → ℂ) :
    contract η γ (X * slash η γ a)
      = (2 : ℂ) • (slash η γ a * X) - contract η γ X * slash η γ a := by
  have key : ∀ μ, η μ • (γ μ * (X * slash η γ a) * γ μ)
      = (2 : ℂ) • (((η μ * a μ) • γ μ) * X) - (η μ • (γ μ * X * γ μ)) * slash η γ a := by
    intro μ
    -- move the slashed vector past the right-hand generator
    have e : slash η γ a * γ μ = (2 * a μ) • (1 : A) - γ μ * slash η γ a :=
      eq_sub_of_add_eq (slash_generator h a μ)
    have e' : γ μ * (X * slash η γ a) * γ μ = γ μ * X * (slash η γ a * γ μ) := by
      simp only [mul_assoc]
    rw [e', e]
    simp only [mul_sub, mul_smul_comm, smul_mul_assoc, mul_one, mul_assoc]
    module
  unfold contract
  rw [Finset.sum_congr rfl fun μ _ => key μ, Finset.sum_sub_distrib, ← Finset.smul_sum,
    ← Finset.sum_mul, ← Finset.sum_mul]
  rfl
```

## (e) Nothing in between

Show that

C(1) = d.

**Solution.** Setting ν = μ in the Clifford relation gives γ^μ γ^μ = η_μ. Each term of C(1) is then η_μ η_μ = 1, and there are d of them. Here `sq` is the value of the square, and `key` that of the term.

```lean
/-- Contracting the generators with nothing in between gives the dimension `d`. -/
theorem contract_one (h : IsClifford η γ) :
    contract η γ (1 : A) = (Fintype.card ι : ℂ) • (1 : A) := by
  have key : ∀ μ, η μ • (γ μ * 1 * γ μ) = (1 : A) := by
    intro μ
    have h2 := h.anticomm μ μ
    rw [if_pos rfl] at h2
    have sq : γ μ * γ μ = η μ • (1 : A) := by
      calc γ μ * γ μ = (1 / 2 : ℂ) • (γ μ * γ μ + γ μ * γ μ) := by module
        _ = η μ • (1 : A) := by
          rw [h2, smul_smul]
          congr 1
          ring
    rw [mul_one, sq, smul_smul, metric_sq h, one_smul]
  rw [contract, Finset.sum_congr rfl fun μ _ => key μ, Finset.sum_const, Finset.card_univ,
    Nat.cast_smul_eq_nsmul]
```

## (f) One vector

Show that

C(a̸) = −(d − 2) a̸.

**Solution.** Put X = 1 in (d) and use (e):

C(a̸) = 2a̸ − d a̸ = −(d − 2) a̸.

The proof makes the same substitution, and `module` collects the coefficients.

For d = 1 the lone generator commutes with a̸, so C(a̸) = a̸, as the formula says. For d = 2 the contraction vanishes.

In the one-loop electron self-energy in Feynman gauge, with electron mass m and internal electron momentum q, (e) and (f) reduce the numerator to

Σ_μ γ^μ (q̸ + m) γ_μ = −(d − 2) q̸ + d m.

```lean
/-- Contraction around one slashed vector multiplies it by `-(d - 2)`. -/
theorem contract_slash (h : IsClifford η γ) (a : ι → ℂ) :
    contract η γ (slash η γ a) = (-((Fintype.card ι : ℂ) - 2)) • slash η γ a := by
  have r := contract_mul_slash h 1 a
  rw [one_mul, mul_one, contract_one h, smul_mul_assoc, one_mul] at r
  rw [r]
  module
```

## (g) Two vectors

Show that

C(a̸ b̸) = 4 a·b + (d − 4) a̸ b̸.

**Solution.** Take b̸ out with (d), insert (f), and reorder b̸ a̸ with (c):

C(a̸ b̸) = 2 b̸ a̸ + (d − 2) a̸ b̸
= 2(2 a·b − a̸ b̸) + (d − 2) a̸ b̸
= 4 a·b + (d − 4) a̸ b̸.

The reordering is the step `e` in the proof.

```lean
/-- Contraction around two slashed vectors gives `4 (a · b) + (d - 4) a b`. -/
theorem contract_slash_two (h : IsClifford η γ) (a b : ι → ℂ) :
    contract η γ (slash η γ a * slash η γ b)
      = (4 * dot η a b) • (1 : A)
        + ((Fintype.card ι : ℂ) - 4) • (slash η γ a * slash η γ b) := by
  have e : slash η γ b * slash η γ a
      = (2 * dot η a b) • (1 : A) - slash η γ a * slash η γ b := by
    rw [← slash_anticomm h a b]
    abel
  rw [contract_mul_slash h, contract_slash h, e, smul_mul_assoc]
  module
```

## (h) Three vectors

Show that

C(a̸ b̸ c̸) = −2 c̸ b̸ a̸ − (d − 4) a̸ b̸ c̸.

**Solution.** From (d) and (g),

C(a̸ b̸ c̸) = 2 c̸ a̸ b̸ − 4(a·b) c̸ − (d − 4) a̸ b̸ c̸.

By (c), the first term is

2 c̸ a̸ b̸ = 4(a·b) c̸ − 2 c̸ b̸ a̸,

so the terms in a·b cancel. The step `e` is half of this last equation.

```lean
/-- Contraction around three slashed vectors gives `-2 c b a - (d - 4) a b c`. -/
theorem contract_slash_three (h : IsClifford η γ) (a b c : ι → ℂ) :
    contract η γ (slash η γ a * slash η γ b * slash η γ c)
      = (-2 : ℂ) • (slash η γ c * slash η γ b * slash η γ a)
        - ((Fintype.card ι : ℂ) - 4) • (slash η γ a * slash η γ b * slash η γ c) := by
  -- reordering `a b` gives a multiple of slashed `c` minus the reversed product
  have e : slash η γ c * (slash η γ a * slash η γ b)
      = (2 * dot η a b) • slash η γ c - slash η γ c * slash η γ b * slash η γ a := by
    rw [eq_sub_of_add_eq (slash_anticomm h a b), mul_sub, mul_smul_comm, mul_one, mul_assoc]
  rw [contract_mul_slash h, contract_slash_two h, e, add_mul, smul_mul_assoc,
    smul_mul_assoc, one_mul]
  module
```

## (i) Four vectors

With a fourth vector e, show that

C(a̸ b̸ c̸ e̸) = 2(e̸ a̸ b̸ c̸ + c̸ b̸ a̸ e̸) + (d − 4) a̸ b̸ c̸ e̸.

**Solution.** Apply (d) with X = a̸ b̸ c̸:

C(a̸ b̸ c̸ e̸) = 2 e̸ a̸ b̸ c̸ − C(a̸ b̸ c̸) e̸.

Inserting (h) gives the result without any reordering.

```lean
/-- Contraction around four slashed vectors gives
`2 (e a b c + c b a e) + (d - 4) a b c e`. -/
theorem contract_slash_four (h : IsClifford η γ) (a b c e : ι → ℂ) :
    contract η γ (slash η γ a * slash η γ b * slash η γ c * slash η γ e)
      = (2 : ℂ) • (slash η γ e * (slash η γ a * slash η γ b * slash η γ c)
          + slash η γ c * slash η γ b * slash η γ a * slash η γ e)
        + ((Fintype.card ι : ℂ) - 4) •
          (slash η γ a * slash η γ b * slash η γ c * slash η γ e) := by
  rw [contract_mul_slash h, contract_slash_three h, sub_mul, smul_mul_assoc, smul_mul_assoc]
  module
```

## (j) Four dimensions

For d = 4, show that

C(a̸) = −2 a̸,
C(a̸ b̸) = 4 a·b,
C(a̸ b̸ c̸) = −2 c̸ b̸ a̸.

**Solution.** Set d = 4 in (f), (g) and (h); every term with the factor d − 4 disappears. The proof substitutes the number of indices and simplifies.

A symbolic program can use these equations as rewrite rules to shorten a product before taking its trace. In dimensional regularisation, where d is continued away from the integers, dropping the d − 4 terms can change the result: multiplied by a pole 1/(d − 4), such a term can leave a finite contribution.

```lean
/-- In four dimensions the contractions around one, two and three slashed vectors are
`-2 a`, `4 (a · b)` and `-2 c b a`. -/
theorem contract_four_dimensions {η : Fin 4 → ℂ} {γ : Fin 4 → A} (h : IsClifford η γ)
    (a b c : Fin 4 → ℂ) :
    contract η γ (slash η γ a) = (-2 : ℂ) • slash η γ a ∧
    contract η γ (slash η γ a * slash η γ b) = (4 * dot η a b) • (1 : A) ∧
    contract η γ (slash η γ a * slash η γ b * slash η γ c)
      = (-2 : ℂ) • (slash η γ c * slash η γ b * slash η γ a) := by
  rw [contract_slash h, contract_slash_two h, contract_slash_three h, Fintype.card_fin]
  push_cast
  refine ⟨?_, ?_, ?_⟩ <;> module
```

## (k) Matrices that satisfy the relations

For d = 3 and signature (+, −, −), show that the Clifford relations hold for

γ^0 = σ₃, γ^1 = iσ₁, γ^2 = iσ₂,

where σ₁, σ₂, σ₃ are the Pauli matrices.

**Solution.** Each Pauli matrix squares to 1, so the three squares are 1, −1 and −1. Different Pauli matrices anticommute, and factors of i do not change that. The proof checks all nine index pairs entry by entry, so the assumptions of (a)–(i) are met by actual nonzero matrices.

```lean
/-- Three explicit two-by-two matrices obey the Clifford relations with
signature `(+, -, -)`. -/
theorem isClifford_witness :
    IsClifford (![1, -1, -1] : Fin 3 → ℂ)
      (![!![1, 0; 0, -1], !![0, Complex.I; Complex.I, 0], !![0, 1; -1, 0]] :
        Fin 3 → Matrix (Fin 2) (Fin 2) ℂ) where
  sign := by
    intro μ
    fin_cases μ <;> simp
  anticomm := by
    intro μ ν
    fin_cases μ <;> fin_cases ν <;> ext i j <;> fin_cases i <;> fin_cases j <;>
      simp <;> norm_num

end

end CliffordContraction
```

```lean
#print axioms CliffordContraction.contract_slash_four
#print axioms CliffordContraction.contract_four_dimensions
```

```
'CliffordContraction.contract_slash_four' depends on axioms: [propext, Classical.choice, Quot.sound]
'CliffordContraction.contract_four_dimensions' depends on axioms: [propext, Classical.choice, Quot.sound]
```
